# Eigenrow projections of radial Dirac–Coulomb solutions obey hydrogen-type equations

In Dirac's theory, a stationary state of an electron in the field of a point nucleus, with definite angular momentum and parity, is described by two radial functions coupled through first-order equations. Eliminating one of them by direct substitution means dividing by a coefficient that depends on $r$, and the resulting second-order equation is awkward. Is there a fixed linear combination of the two functions that obeys an equation as simple as the nonrelativistic radial one?

```lean
import Mathlib

open Matrix

namespace DiracCoulombSecondOrder

noncomputable section
```

Take $\hbar=c=1$ and the potential energy $-a/r$; for a point nucleus, $a$ is the charge number times the fine-structure constant. Let $y=(y_0,y_1)$ hold the upper and lower radial functions, each multiplied by $r$. With mass $m$, energy $E$ and Dirac angular quantum number $k$, the system is $y'=(M/r+N)y$ for $r>0$. The matrix $M$ carries the angular and Coulomb terms.

```lean
/-- The coefficient of `1/r` in the radial Dirac-Coulomb system, with angular quantum number `k`
and Coulomb coupling `a`. -/
def coulombMatrix (k a : ℝ) : Matrix (Fin 2) (Fin 2) ℝ := !![-k, a; -a, k]
```

The matrix $N$ carries the mass and the energy.

```lean
/-- The constant part of the radial Dirac system, with energy `E` and mass `m`. -/
def massEnergyMatrix (E m : ℝ) : Matrix (Fin 2) (Fin 2) ℝ := !![0, E + m; m - E, 0]
```

`SolvesDirac` requires the system at every $r>0$; `HasDerivAt` says that $y$ is differentiable at $r$ with the stated derivative. All parameters are arbitrary real numbers, so $k$ need not be an integer.

```lean
/-- The two-component radial function `y` solves the Dirac-Coulomb system on `r > 0`. -/
def SolvesDirac (k a E m : ℝ) (y : ℝ → Fin 2 → ℝ) : Prop :=
  ∀ r, 0 < r → HasDerivAt y ((r⁻¹ • coulombMatrix k a + massEnergyMatrix E m) *ᵥ y r) r
```

The comparison equation is the radial hydrogen equation with real parameters $\ell$, $Z$ and $\kappa$, where $Z$ is a Coulomb strength and not the charge number of the nucleus. Here $\kappa$ is the constant term, not the Dirac quantum number, and $\ell$ need not be an integer. Neither predicate imposes a condition at $r=0$ or at infinity, so normalisability and energy quantisation are not treated.

```lean
/-- The function `u` is twice differentiable on `r > 0` and solves the radial hydrogen equation
`u'' = (ℓ(ℓ+1)/r² - 2Z/r + κ) u` there. -/
def SolvesHydrogen (l Z κ : ℝ) (u : ℝ → ℝ) : Prop :=
  ∀ r, 0 < r → HasDerivAt u (deriv u r) r ∧
    HasDerivAt (deriv u) ((l * (l + 1) / r ^ 2 - 2 * Z / r + κ) * u r) r
```

One particular row vector, depending on a real number $\nu$, also gets a name.

```lean
/-- The row `(a, -(k + ν))`, which combines the two radial components into one function. -/
def eigenRow (k a ν : ℝ) : Fin 2 → ℝ := ![a, -(k + ν)]
```

## (a) The system in components

**Task.** Show that the matrix system is equivalent to

$$y_0'=-\frac kr\,y_0+\Big(\frac ar+E+m\Big)y_1,\qquad y_1'=\Big(-\frac ar+m-E\Big)y_0+\frac kr\,y_1 .$$

**Solution.** The matrices are

$$M=\begin{pmatrix}-k&a\\-a&k\end{pmatrix},\qquad N=\begin{pmatrix}0&E+m\\m-E&0\end{pmatrix}.$$

Multiply $y$ by each row of $M/r+N$. A vector function is differentiable exactly when its components are, which is what `hasDerivAt_pi` supplies; `e0` and `e1` are the two row products.

```lean
/-- The Dirac-Coulomb system written out for the two radial components. -/
theorem solvesDirac_iff (k a E m : ℝ) (y : ℝ → Fin 2 → ℝ) :
    SolvesDirac k a E m y ↔ ∀ r, 0 < r →
      HasDerivAt (fun x => y x 0) (-k / r * y r 0 + (a / r + (E + m)) * y r 1) r ∧
      HasDerivAt (fun x => y x 1) ((-a / r + (m - E)) * y r 0 + k / r * y r 1) r := by
  unfold SolvesDirac
  refine forall₂_congr fun r _ => ?_
  have e0 : ((r⁻¹ • coulombMatrix k a + massEnergyMatrix E m) *ᵥ y r) 0
      = -k / r * y r 0 + (a / r + (E + m)) * y r 1 := by
    simp only [Matrix.mulVec, dotProduct, Fin.sum_univ_two, Matrix.add_apply, Matrix.smul_apply,
      smul_eq_mul, coulombMatrix, massEnergyMatrix, Matrix.of_apply, Matrix.cons_val',
      Matrix.cons_val_zero, Matrix.cons_val_one, Matrix.cons_val_fin_one]
    ring
  have e1 : ((r⁻¹ • coulombMatrix k a + massEnergyMatrix E m) *ᵥ y r) 1
      = (-a / r + (m - E)) * y r 0 + k / r * y r 1 := by
    simp only [Matrix.mulVec, dotProduct, Fin.sum_univ_two, Matrix.add_apply, Matrix.smul_apply,
      smul_eq_mul, coulombMatrix, massEnergyMatrix, Matrix.of_apply, Matrix.cons_val',
      Matrix.cons_val_zero, Matrix.cons_val_one, Matrix.cons_val_fin_one]
    ring
  rw [hasDerivAt_pi, Fin.forall_fin_two, e0, e1]
```

## (b) The row relation in components

**Task.** For a row $w=(w_0,w_1)$, show that $wM=\nu w$ means

$$-kw_0-aw_1=\nu w_0,\qquad aw_0+kw_1=\nu w_1 .$$

**Solution.** Multiply $w$ into the two columns of $M$ and compare entries. In Lean, `w ᵥ* coulombMatrix k a` is the product $wM$.

```lean
/-- The left eigenvector relation for the Coulomb matrix, written out in components. -/
theorem row_iff (k a ν : ℝ) (w : Fin 2 → ℝ) :
    w ᵥ* coulombMatrix k a = ν • w ↔
      -k * w 0 - a * w 1 = ν * w 0 ∧ a * w 0 + k * w 1 = ν * w 1 := by
  have e0 : (w ᵥ* coulombMatrix k a) 0 = -k * w 0 - a * w 1 := by
    simp only [Matrix.vecMul, dotProduct, Fin.sum_univ_two, coulombMatrix, Matrix.of_apply,
      Matrix.cons_val', Matrix.cons_val_zero, Matrix.cons_val_one, Matrix.cons_val_fin_one]
    ring
  have e1 : (w ᵥ* coulombMatrix k a) 1 = a * w 0 + k * w 1 := by
    simp only [Matrix.vecMul, dotProduct, Fin.sum_univ_two, coulombMatrix, Matrix.of_apply,
      Matrix.cons_val', Matrix.cons_val_zero, Matrix.cons_val_one, Matrix.cons_val_fin_one]
    ring
  rw [funext_iff, Fin.forall_fin_two, e0, e1]
  simp only [Pi.smul_apply, smul_eq_mul]
```

## (c) An explicit row

**Task.** Show that $w=(a,-(k+\nu))$ satisfies $wM=\nu w$ if $\nu^2=k^2-a^2$.

**Solution.** The first equation of (b) reads $-ka+a(k+\nu)=\nu a$, which always holds. The second reads $a^2-k(k+\nu)=-\nu(k+\nu)$, that is, $\nu^2=k^2-a^2$. The row is nonzero unless $a=0$ and $\nu=-k$. The proof follows the same split: `ring` settles the first equation, and the second uses `hν`.

```lean
/-- If `ν² = k² - a²`, the row `w = (a, -(k + ν))` satisfies `w M = ν w`, where `M` is the Coulomb
matrix. -/
theorem eigenRow_vecMul {k a ν : ℝ} (hν : ν ^ 2 = k ^ 2 - a ^ 2) :
    eigenRow k a ν ᵥ* coulombMatrix k a = ν • eigenRow k a ν := by
  have r0 : eigenRow k a ν 0 = a := rfl
  have r1 : eigenRow k a ν 1 = -(k + ν) := rfl
  rw [row_iff, r0, r1]
  constructor
  · ring
  · linear_combination hν
```

## (d) The first derivative of a projection

**Task.** Let $wM=\nu w$, $u=w\cdot y$ and $v=wN\cdot y=w_1(m-E)y_0+w_0(E+m)y_1$. Show that

$$u'=\frac{\nu}{r}u+v .$$

**Solution.** Since $w$ is constant, $u'=w(M/r+N)y=(\nu/r)\,w\cdot y+wN\cdot y$. The Lean proof differentiates the two components from (a) and combines the results with the relations `h0` and `h1` from (b).

```lean
/-- First derivative of the projection `w · y` of a Dirac solution on a left eigenvector `w` of
the Coulomb matrix. -/
theorem hasDerivAt_projection {k a E m ν : ℝ} {y : ℝ → Fin 2 → ℝ} {w : Fin 2 → ℝ}
    (hy : SolvesDirac k a E m y) (hw : w ᵥ* coulombMatrix k a = ν • w) {r : ℝ} (hr : 0 < r) :
    HasDerivAt (fun x => w ⬝ᵥ y x)
      (ν * r⁻¹ * (w ⬝ᵥ y r) + (w 1 * (m - E) * y r 0 + w 0 * (E + m) * y r 1)) r := by
  obtain ⟨h0, h1⟩ := (row_iff k a ν w).1 hw
  obtain ⟨d0, d1⟩ := (solvesDirac_iff k a E m y).1 hy r hr
  simp only [dotProduct, Fin.sum_univ_two]
  exact ((d0.const_mul (w 0)).fun_add (d1.const_mul (w 1))).congr_deriv (by
    linear_combination (y r 0 / r) * h0 + (y r 1 / r) * h1)
```

## (e) The second-order equation

**Task.** Under the same assumptions, show that

$$u''=\left[\frac{\nu(\nu-1)}{r^2}-\frac{2aE}{r}+m^2-E^2\right]u .$$

**Solution.** Direct multiplication gives

$$N^2=(m^2-E^2)I,\qquad MN+NM=-2aE\,I .$$

Hence $wNM=-2aE\,w-wMN=-2aE\,w-\nu\,wN$, and

$$v'=wN\Big(\frac Mr+N\Big)y=\Big(-\frac{2aE}{r}+m^2-E^2\Big)u-\frac{\nu}{r}v .$$

Differentiate (d) and insert $u'$ and $v'$:

$$u''=-\frac{\nu}{r^2}u+\frac{\nu}{r}\Big(\frac{\nu}{r}u+v\Big)+\Big(-\frac{2aE}{r}+m^2-E^2\Big)u-\frac{\nu}{r}v .$$

The terms in $v$ cancel. The centrifugal coefficient $\nu(\nu-1)$ is $\ell(\ell+1)$ with $\ell=\nu-1$, while $Z=aE$ and $\kappa=m^2-E^2$.

In the proof, `hV` is the formula for $v'$, obtained in components, and `hW` is the product rule with the cancellation. The last lines use the fact that (d) holds throughout a neighbourhood of $r$, which is needed before its two sides can be differentiated.

```lean
/-- The projection of a Dirac-Coulomb solution on a left eigenvector with eigenvalue `ν` solves
the hydrogen equation with angular momentum `ν - 1`. -/
theorem hydrogen_of_dirac {k a E m ν : ℝ} {y : ℝ → Fin 2 → ℝ} {w : Fin 2 → ℝ}
    (hy : SolvesDirac k a E m y) (hw : w ᵥ* coulombMatrix k a = ν • w) :
    SolvesHydrogen (ν - 1) (a * E) (m ^ 2 - E ^ 2) (fun r => w ⬝ᵥ y r) := by
  intro r hr
  have hU := hasDerivAt_projection hy hw hr
  obtain ⟨h0, h1⟩ := (row_iff k a ν w).1 hw
  obtain ⟨d0, d1⟩ := (solvesDirac_iff k a E m y).1 hy r hr
  refine ⟨hU.differentiableAt.hasDerivAt, ?_⟩
  -- the remaining first-order term has a derivative that closes on itself and on `w · y`
  have hV : HasDerivAt (fun x => w 1 * (m - E) * y x 0 + w 0 * (E + m) * y x 1)
      ((-2 * a * E * r⁻¹ + (m ^ 2 - E ^ 2)) * (w ⬝ᵥ y r)
        - ν * r⁻¹ * (w 1 * (m - E) * y r 0 + w 0 * (E + m) * y r 1)) r := by
    simp only [dotProduct, Fin.sum_univ_two]
    exact ((d0.const_mul (w 1 * (m - E))).fun_add (d1.const_mul (w 0 * (E + m)))).congr_deriv (by
      linear_combination (-(m - E) * y r 0 / r) * h1 - ((E + m) * y r 1 / r) * h0)
  have hi := (hasDerivAt_inv hr.ne').const_mul ν
  have hW := ((hi.fun_mul hU).fun_add hV).congr_deriv
    (g' := ((ν - 1) * (ν - 1 + 1) / r ^ 2 - 2 * (a * E) / r + (m ^ 2 - E ^ 2)) * (w ⬝ᵥ y r))
    (by ring)
  -- near `r` the derivative of `w · y` is given by the first-order formula
  refine hW.congr_of_eventuallyEq ?_
  filter_upwards [Ioi_mem_nhds hr] with x hx
  exact (hasDerivAt_projection hy hw hx).deriv
```

## (f) The two angular momenta

**Task.** Show that a row with $wM=gw$ gives the hydrogen equation with $\ell=g-1$, and a row with $wM=-gw$ gives it with $\ell=g$:

$$u''=\left[\frac{g(g\mp1)}{r^2}-\frac{2aE}{r}+m^2-E^2\right]u\quad\text{for } wM=\pm gw .$$

**Solution.** For the upper sign put $\nu=g$ in (e). For the lower sign put $\nu=-g$: the coefficient is $(-g)(-g-1)=g(g+1)$, hence $\ell=g$. In Lean the second case first yields $\ell=-g-1$, and `ring` identifies the two centrifugal terms.

The theorem does not assume $g^2=k^2-a^2$, but a nonzero $w$ forces it, because $\det(M-\nu I)=\nu^2-k^2+a^2$. Real nonzero rows therefore exist only for $|a|\le|k|$. For one electron and a point nucleus, each such projection therefore obeys a Schrödinger-type equation with generally noninteger $\ell$ and an energy-dependent Coulomb strength. The converse is treated in (h).

```lean
/-- Projecting a Dirac-Coulomb solution on a left eigenvector of the Coulomb matrix gives a
solution of the hydrogen equation, with angular momentum `g - 1` for eigenvalue `g` and angular
momentum `g` for eigenvalue `-g`. -/
theorem dirac_coulomb_to_hydrogen {k a E m g : ℝ} {y : ℝ → Fin 2 → ℝ} {w : Fin 2 → ℝ}
    (hy : SolvesDirac k a E m y) :
    (w ᵥ* coulombMatrix k a = g • w →
      SolvesHydrogen (g - 1) (a * E) (m ^ 2 - E ^ 2) (fun r => w ⬝ᵥ y r)) ∧
    (w ᵥ* coulombMatrix k a = (-g) • w →
      SolvesHydrogen g (a * E) (m ^ 2 - E ^ 2) (fun r => w ⬝ᵥ y r)) := by
  refine ⟨fun hw => hydrogen_of_dirac hy hw, fun hw r hr => ?_⟩
  obtain ⟨h1, h2⟩ := hydrogen_of_dirac hy hw r hr
  -- the centrifugal term is unchanged under `ℓ ↦ -ℓ - 1`
  exact ⟨h1, h2.congr_deriv (by ring)⟩
```

## (g) The coupling between the two projections

**Task.** Let $a\ne0$, $\nu\neq0$ and $\nu^2=k^2-a^2$. Write $u_{\pm\nu}=ay_0-(k\pm\nu)y_1$ for the projections on the rows of (c). Show that

$$u_\nu'=\Big(\frac{\nu}{r}-\frac{aE}{\nu}\Big)u_\nu+\frac{(k+\nu)(kE-\nu m)}{a\nu}\,u_{-\nu} .$$

**Solution.** By (d), only $v=-(k+\nu)(m-E)y_0+a(E+m)y_1$ has to be rewritten. Solving for the components gives

$$y_1=\frac{u_{-\nu}-u_\nu}{2\nu},\qquad y_0=\frac{(k+\nu)u_{-\nu}-(k-\nu)u_\nu}{2a\nu} .$$

Insert these in $v$ and use $(k+\nu)(k-\nu)=a^2$. The coefficient of $u_\nu$ is

$$\frac{a(m-E)-a(E+m)}{2\nu}=-\frac{aE}{\nu},$$

and that of $u_{-\nu}$ is

$$\frac{(k+\nu)\,[-(k+\nu)(m-E)+(k-\nu)(E+m)]}{2a\nu}=\frac{(k+\nu)(kE-\nu m)}{a\nu} .$$

Lean verifies this expression for $v$ (`hV`) after multiplying by $a\nu$; `key` clears the denominators.

```lean
/-- For `a ≠ 0`, `ν ≠ 0` and `ν² = k² - a²`, the derivative of the projection of a Dirac-Coulomb
solution belonging to `ν` is a combination of the projections belonging to `ν` and `-ν`. -/
theorem ladder {k a E m ν : ℝ} {y : ℝ → Fin 2 → ℝ} (hy : SolvesDirac k a E m y)
    (ha : a ≠ 0) (hν0 : ν ≠ 0) (hν : ν ^ 2 = k ^ 2 - a ^ 2) {r : ℝ} (hr : 0 < r) :
    HasDerivAt (fun x => eigenRow k a ν ⬝ᵥ y x)
      ((ν / r - a * E / ν) * (eigenRow k a ν ⬝ᵥ y r)
        + (k + ν) * (k * E - ν * m) / (a * ν) * (eigenRow k a (-ν) ⬝ᵥ y r)) r := by
  refine (hasDerivAt_projection hy (eigenRow_vecMul hν) hr).congr_deriv ?_
  have r0 : ∀ t, eigenRow k a t 0 = a := fun _ => rfl
  have r1 : ∀ t, eigenRow k a t 1 = -(k + t) := fun _ => rfl
  simp only [dotProduct, Fin.sum_univ_two, r0, r1]
  have key : ∀ U W : ℝ, a * ν * (-(a * E / ν) * U + (k + ν) * (k * E - ν * m) / (a * ν) * W)
      = -a ^ 2 * E * U + (k + ν) * (k * E - ν * m) * W := by
    intro U W
    field_simp
  have hV : -(k + ν) * (m - E) * y r 0 + a * (E + m) * y r 1
      = -(a * E / ν) * (a * y r 0 + -(k + ν) * y r 1)
        + (k + ν) * (k * E - ν * m) / (a * ν) * (a * y r 0 + -(k + -ν) * y r 1) := by
    apply mul_left_cancel₀ (mul_ne_zero ha hν0)
    rw [key]
    linear_combination (E * a * y r 0 - (k * E - ν * m) * y r 1) * hν
  linear_combination hV
```

## (h) Back from hydrogen to Dirac

**Task.** Let $a\neq0$, $\nu^2=k^2-a^2$ and $kE\ne\nu m$, and let $u$ solve the equation of (e). Show that some Dirac solution $y$ has

$$ay_0-(k+\nu)y_1=u .$$

**Solution.** Define $v=u'-(\nu/r)u$ and require

$$\begin{pmatrix}a&-(k+\nu)\\-(k+\nu)(m-E)&a(E+m)\end{pmatrix}\begin{pmatrix}y_0\\y_1\end{pmatrix}=\begin{pmatrix}u\\v\end{pmatrix}.$$

Call the matrix $P$; its rows are $w$ and $wN$. By the algebra in (g), its determinant is

$$D=a^2(E+m)-(k+\nu)^2(m-E)=2(k+\nu)(kE-\nu m) .$$

Since $(k+\nu)(k-\nu)=a^2\neq0$, we have $k+\nu\ne0$, so $D\neq0$ and

$$y_0=\frac{a(E+m)u+(k+\nu)v}{D},\qquad y_1=\frac{av+(k+\nu)(m-E)u}{D} .$$

It remains to check the Dirac system. By definition $u'=(\nu/r)u+v$, and the hydrogen equation gives

$$v'=u''+\frac{\nu}{r^2}u-\frac{\nu}{r}u'=\Big(-\frac{2aE}{r}+m^2-E^2\Big)u-\frac{\nu}{r}v .$$

So $(u,v)^T$ obeys a linear system with coefficient matrix

$$B=\begin{pmatrix}\nu/r&1\\-2aE/r+m^2-E^2&-\nu/r\end{pmatrix}.$$

The row identities in (d) and (e) say $P(M/r+N)=BP$. Therefore $y'=P^{-1}BPy=(M/r+N)y$.

The Lean proof uses the same $D$, $v$ and component formulas, but differentiates the components directly. For $\nu\neq0$, the condition $kE\neq\nu m$ says that $u_{-\nu}$ does not drop out of the equation for $u_\nu$ in (g). Let $m>0$, $k=-1$ and $0<a<1$, with $g=\sqrt{1-a^2}$. For $\nu=-g$ the excluded energy is $m\sqrt{1-a^2}$, the familiar Dirac ground-state energy, and there the theorem makes no statement about this row. With $\nu=g$ it does apply at that energy.

```lean
/-- If `a ≠ 0`, `ν² = k² - a²` and `kE ≠ νm`, every solution of the hydrogen equation with angular
momentum `ν - 1`, Coulomb strength `aE` and constant term `m² - E²` is the projection of a solution
of the Dirac-Coulomb system on the row `(a, -(k + ν))`. -/
theorem dirac_of_hydrogen {k a E m ν : ℝ} {u : ℝ → ℝ} (ha : a ≠ 0)
    (hν : ν ^ 2 = k ^ 2 - a ^ 2) (hE : k * E ≠ ν * m)
    (hu : SolvesHydrogen (ν - 1) (a * E) (m ^ 2 - E ^ 2) u) :
    ∃ y, SolvesDirac k a E m y ∧ ∀ r, eigenRow k a ν ⬝ᵥ y r = u r := by
  have hk : k + ν ≠ 0 := fun h => pow_ne_zero 2 ha (by linear_combination (k - ν) * h + hν)
  obtain ⟨D, hDdef⟩ : ∃ D, D = 2 * (k + ν) * (k * E - ν * m) := ⟨_, rfl⟩
  have hD : D ≠ 0 := by
    rw [hDdef]
    exact mul_ne_zero (mul_ne_zero two_ne_zero hk) (sub_ne_zero.2 hE)
  obtain ⟨v, hvdef⟩ : ∃ v : ℝ → ℝ, v = fun r => deriv u r - ν * r⁻¹ * u r := ⟨_, rfl⟩
  -- invert the linear system for the two components in terms of `u` and `v`
  refine ⟨fun r => ![(a * (E + m) * u r + (k + ν) * v r) / D,
    (a * v r + (k + ν) * (m - E) * u r) / D], (solvesDirac_iff _ _ _ _ _).2 fun r hr => ?_,
    fun r => ?_⟩
  · obtain ⟨u1, u2⟩ := hu r hr
    have hu1 : HasDerivAt u (ν * r⁻¹ * u r + v r) r :=
      u1.congr_deriv (by rw [hvdef]; ring)
    have hv : HasDerivAt v
        ((-2 * a * E * r⁻¹ + (m ^ 2 - E ^ 2)) * u r - ν * r⁻¹ * v r) r := by
      have hi := (hasDerivAt_inv hr.ne').const_mul ν
      rw [hvdef]
      exact (u2.fun_sub (hi.fun_mul u1)).congr_deriv (by ring)
    simp only [Matrix.cons_val_zero, Matrix.cons_val_one, Matrix.cons_val_fin_one]
    constructor
    · exact (((hu1.const_mul (a * (E + m))).fun_add (hv.const_mul (k + ν))).div_const
        D).congr_deriv (by linear_combination (-v r / (r * D)) * hν)
    · exact (((hv.const_mul a).fun_add (hu1.const_mul ((k + ν) * (m - E)))).div_const
        D).congr_deriv (by linear_combination ((m - E) * u r / (r * D)) * hν)
  · simp only [dotProduct, Fin.sum_univ_two, eigenRow, Matrix.cons_val_zero, Matrix.cons_val_one,
      Matrix.cons_val_fin_one]
    rw [← mul_div_assoc, ← mul_div_assoc, ← add_div, div_eq_iff hD]
    linear_combination (-u r) * hDdef + (E + m) * u r * hν

end

end DiracCoulombSecondOrder
```

```lean
#print axioms DiracCoulombSecondOrder.dirac_coulomb_to_hydrogen
#print axioms DiracCoulombSecondOrder.ladder
#print axioms DiracCoulombSecondOrder.dirac_of_hydrogen
```

```
'DiracCoulombSecondOrder.dirac_coulomb_to_hydrogen' depends on axioms: [propext, Classical.choice, Quot.sound]
'DiracCoulombSecondOrder.ladder' depends on axioms: [propext, Classical.choice, Quot.sound]
'DiracCoulombSecondOrder.dirac_of_hydrogen' depends on axioms: [propext, Classical.choice, Quot.sound]
```
